# An odd moment of positive charges on a line vanishes about exactly one origin

Let $s$ be a finite set of labels. The point charge labelled $i\in s$ has value $q_i$ and sits at position $x_i$ on the real line. The moment of order $m$ about the origin $a$ is

$$M_m(a)=\sum_{i\in s} q_i\,(x_i-a)^m .$$

No unit or prefactor is attached. The order $m$ is a natural number, and two charges may share a position. For charges on the $z$ axis, $M_m$ is the axial multipole moment $\sum_i q_i r_i^m P_m(\cos\theta_i)$, where $r_i$ and $\theta_i$ are the polar coordinates about the chosen origin and $P_m$ is the Legendre polynomial. Thus $m=1$ gives the dipole and $m=3$ the axial octupole.

## The zero and its location

**Claim.** If $s$ is nonempty, every $q_i$ is strictly positive and $m$ is odd, then exactly one real $a$ satisfies $M_m(a)=0$, and $\min_i x_i\le a\le\max_i x_i$.

*Uniqueness.* For odd $m$ the function $t\mapsto t^m$ is strictly increasing on the whole line. If $a<b$, then $x_i-b<x_i-a$, so $(x_i-b)^m<(x_i-a)^m$. Multiplying by $q_i>0$ and summing over the nonempty set gives $M_m(b)<M_m(a)$. A strictly decreasing function has at most one zero.

*Existence.* Put $a=\min_i x_i$. Every $x_i-a$ is nonnegative, so $M_m(a)\ge 0$. Put $a=\max_i x_i$. Every $x_i-a$ is nonpositive, and so is its odd power, so $M_m(a)\le 0$. As a polynomial in $a$, $M_m$ is continuous, and the intermediate value theorem gives a zero between the two positions.

*Charges on both sides.* Suppose $M_m(a)=0$ and two charges have different positions. If no charge lay strictly to the left of $a$, all terms would be nonnegative with sum zero, so each would vanish. Since $q_i>0$, this forces $x_i=a$ for all $i$, a contradiction. The same argument with nonpositive terms shows that some charge lies strictly to the right.

For a multipole expansion of collinear, strictly positive point charges, such as the bare nuclei of a linear molecule, one chosen odd axial moment can therefore be removed by placing the expansion centre at a single definite point.

## What changes with even order or mixed signs

For even $m>0$ and positive charges, every term is nonnegative. The sum vanishes only if each term does, which means that all $x_i=a$. Conversely, if all $x_i=a$, every term is zero.

For $m=1$ the signs of the charges are free. Expanding the sum gives

$$M_1(a)=\sum_i q_i x_i-Qa,\qquad Q=\sum_i q_i .$$

If $Q\neq0$, the only zero is the centre of charge $a=\sum_i q_ix_i/Q$. If $Q=0$, the dipole moment does not depend on $a$, so a nonzero value stays nonzero about every origin.

Positive net charge alone does not give uniqueness for higher odd orders. Charges $-1,8,-1$ at $-1,0,1$ have $Q=6$, but

$$M_3(a)=(1+a)^3-8a^3-(1-a)^3=6a-6a^3=-6a(a-1)(a+1),$$

which vanishes at $-1$, $0$ and $1$.

## The development in Lean

The labels come from an arbitrary type `ι`, and `s` selects finitely many of them. Charges and positions are real-valued functions on `ι`, of which only the values on `s` matter.

```lean
import Mathlib

open Finset

namespace MultipoleOrigin

variable {ι : Type*} {s : Finset ι} {q x : ι → ℝ} {m : ℕ}
```

The definition transcribes $M_m(a)$, with the origin as last argument, so that `axialMoment s q x m` is a function of the origin alone.

```lean
/-- The moment of order `m` about the origin `a` of charges `q i` at positions `x i`
on a line. -/
def axialMoment (s : Finset ι) (q x : ι → ℝ) (m : ℕ) (a : ℝ) : ℝ :=
  ∑ i ∈ s, q i * (x i - a) ^ m
```

`StrictAnti` says that this function is strictly decreasing. The proof compares the sums term by term: `hm.strictMono_pow` supplies the monotonicity of the odd power, and `mul_lt_mul_of_pos_left` multiplies by the positive charge. Nonemptiness is needed because two empty sums would be equal.

```lean
/-- An odd moment of positive charges strictly decreases as the origin moves to the right. -/
theorem axialMoment_strictAnti (hs : s.Nonempty) (hq : ∀ i ∈ s, 0 < q i) (hm : Odd m) :
    StrictAnti (axialMoment s q x m) := by
  intro a b hab
  unfold axialMoment
  refine Finset.sum_lt_sum_of_nonempty hs fun i hi => ?_
  have h : (x i - b) ^ m < (x i - a) ^ m := hm.strictMono_pow (by linarith)
  exact mul_lt_mul_of_pos_left h (hq i hi)
```

In the main theorem, `s.inf' hs x` and `s.sup' hs x` are the smallest and largest positions, where `hs` certifies that `s` is nonempty. `Set.Icc` is the closed interval between them. The last clause ranges over every real `b`, so uniqueness holds on the whole line and not merely inside the interval. For a single charge the interval shrinks to its position.

The facts `hlo` and `hhi` are the two sign estimates at the extreme charges. `intermediate_value_Icc'` is the intermediate value theorem in the form suited to a function that goes from a higher to a lower value, and injectivity of the strictly decreasing moment gives uniqueness.

```lean
/-- For positive charges on a line and odd `m`, exactly one origin makes the moment of
order `m` vanish, and it lies between the leftmost and the rightmost charge. -/
theorem exists_unique_origin (hs : s.Nonempty) (hq : ∀ i ∈ s, 0 < q i) (hm : Odd m) :
    ∃ a ∈ Set.Icc (s.inf' hs x) (s.sup' hs x),
      axialMoment s q x m a = 0 ∧ ∀ b, axialMoment s q x m b = 0 → b = a := by
  have hc : Continuous (axialMoment s q x m) := by
    show Continuous (fun a => ∑ i ∈ s, q i * (x i - a) ^ m)
    fun_prop
  have hle : s.inf' hs x ≤ s.sup' hs x := by
    obtain ⟨i, hi⟩ := id hs
    exact (Finset.inf'_le x hi).trans (Finset.le_sup' x hi)
  -- seen from the leftmost charge, no charge lies to the left
  have hlo : 0 ≤ axialMoment s q x m (s.inf' hs x) :=
    Finset.sum_nonneg fun i hi =>
      mul_nonneg (hq i hi).le (pow_nonneg (sub_nonneg.2 (Finset.inf'_le x hi)) m)
  -- seen from the rightmost charge, no charge lies to the right
  have hhi : axialMoment s q x m (s.sup' hs x) ≤ 0 :=
    Finset.sum_nonpos fun i hi =>
      mul_nonpos_iff.2 (Or.inl ⟨(hq i hi).le,
        hm.pow_nonpos (sub_nonpos.2 (Finset.le_sup' x hi))⟩)
  -- the intermediate value theorem gives the origin, monotonicity its uniqueness
  obtain ⟨a, ha, h0⟩ := intermediate_value_Icc' hle hc.continuousOn ⟨hhi, hlo⟩
  exact ⟨a, ha, h0, fun b hb =>
    (axialMoment_strictAnti hs hq hm).injective (hb.trans h0.symm)⟩
```

The next theorem takes an origin where the moment vanishes and two charges at different positions. Its auxiliary statement `key` says that the terms cannot all be zero. Each half then assumes that one side of `a` is empty, which gives all terms the same sign, and contradicts `key`.

```lean
/-- If an odd moment of positive charges vanishes about `a` and two of the charges sit at
different positions, then there are charges strictly to the left and strictly to the right
of `a`. -/
theorem origin_strictly_between (hq : ∀ i ∈ s, 0 < q i) (hm : Odd m) {a : ℝ}
    (ha : axialMoment s q x m a = 0) (hx : ∃ i ∈ s, ∃ j ∈ s, x i ≠ x j) :
    (∃ i ∈ s, x i < a) ∧ ∃ j ∈ s, a < x j := by
  obtain ⟨i, hi, j, hj, hij⟩ := hx
  unfold axialMoment at ha
  -- if every term vanished, all charges would sit at `a`
  have key : ¬ ∀ k ∈ s, q k * (x k - a) ^ m = 0 := by
    intro h
    have hpos : ∀ k ∈ s, x k = a := fun k hk =>
      sub_eq_zero.1 ((pow_eq_zero_iff hm.pos.ne').1
        ((mul_eq_zero.1 (h k hk)).resolve_left (hq k hk).ne'))
    exact hij ((hpos i hi).trans (hpos j hj).symm)
  constructor
  · by_contra hcon
    push Not at hcon
    exact key ((Finset.sum_eq_zero_iff_of_nonneg fun k hk =>
      mul_nonneg (hq k hk).le (pow_nonneg (sub_nonneg.2 (hcon k hk)) m)).1 ha)
  · by_contra hcon
    push Not at hcon
    exact key ((Finset.sum_eq_zero_iff_of_nonpos fun k hk =>
      mul_nonpos_iff.2 (Or.inl ⟨(hq k hk).le,
        hm.pow_nonpos (sub_nonpos.2 (hcon k hk))⟩)).1 ha)
```

The even case uses the same principle for sums of nonnegative terms, now without any assumption on where the charges lie. The hypothesis `h0` excludes $m=0$, for which the moment is the net charge and does not depend on the origin.

```lean
/-- A moment of even positive order of positive charges vanishes about `a` exactly when
all the charges sit at `a`. -/
theorem even_moment_eq_zero_iff (hq : ∀ i ∈ s, 0 < q i) (hm : Even m) (h0 : m ≠ 0) (a : ℝ) :
    axialMoment s q x m a = 0 ↔ ∀ i ∈ s, x i = a := by
  unfold axialMoment
  rw [Finset.sum_eq_zero_iff_of_nonneg fun k hk =>
    mul_nonneg (hq k hk).le (hm.pow_nonneg (x k - a))]
  constructor
  · intro h k hk
    exact sub_eq_zero.1 ((pow_eq_zero_iff h0).1
      ((mul_eq_zero.1 (h k hk)).resolve_left (hq k hk).ne'))
  · intro h k hk
    rw [h k hk, sub_self, zero_pow h0, mul_zero]
```

The three dipole results put no condition on individual signs. The first is the expansion of $M_1(a)$.

```lean
/-- The dipole moment about `a` is the dipole moment about zero minus the net charge
times `a`. -/
theorem dipole_shift (s : Finset ι) (q x : ι → ℝ) (a : ℝ) :
    axialMoment s q x 1 a = ∑ i ∈ s, q i * x i - (∑ i ∈ s, q i) * a := by
  unfold axialMoment
  rw [Finset.sum_mul, ← Finset.sum_sub_distrib]
  refine Finset.sum_congr rfl fun i _ => ?_
  ring
```

With nonzero net charge, the shift formula is solved for `a`.

```lean
/-- For nonzero net charge, the dipole moment vanishes exactly about the centre of charge. -/
theorem dipole_eq_zero_iff (hQ : ∑ i ∈ s, q i ≠ 0) (a : ℝ) :
    axialMoment s q x 1 a = 0 ↔ a = (∑ i ∈ s, q i * x i) / ∑ i ∈ s, q i := by
  rw [dipole_shift, eq_div_iff hQ]
  constructor <;> intro h <;> linarith
```

With zero net charge, the term containing `a` drops out.

```lean
/-- A neutral system with a nonzero dipole moment about zero has a nonzero dipole moment
about every origin. -/
theorem neutral_dipole_ne_zero (hQ : ∑ i ∈ s, q i = 0) (hp : ∑ i ∈ s, q i * x i ≠ 0)
    (a : ℝ) : axialMoment s q x 1 a ≠ 0 := by
  rw [dipole_shift, hQ, zero_mul, sub_zero]
  exact hp
```

In the last theorem the vectors `![...]` list the charges and positions, and `Finset.univ` is the set of all three labels. The proof establishes the factorised cubic `h`, then reads off its roots in one direction and substitutes them in the other.

```lean
/-- The third moment of the charges `-1, 8, -1` at the positions `-1, 0, 1` vanishes about
exactly the three origins `-1`, `0` and `1`. -/
theorem mixed_charges_three_origins (a : ℝ) :
    axialMoment Finset.univ ![(-1 : ℝ), 8, -1] ![(-1 : ℝ), 0, 1] 3 a = 0 ↔
      a = -1 ∨ a = 0 ∨ a = 1 := by
  have h : axialMoment Finset.univ ![(-1 : ℝ), 8, -1] ![(-1 : ℝ), 0, 1] 3 a
      = (a + 1) * (a * (-6 * (a - 1))) := by
    simp [axialMoment, Fin.sum_univ_three]
    ring
  rw [h]
  constructor
  · intro h0
    rcases mul_eq_zero.1 h0 with h1 | h1
    · left
      linarith
    · rcases mul_eq_zero.1 h1 with h2 | h2
      · exact Or.inr (Or.inl h2)
      · right
        right
        linarith
  · rintro (h1 | h1 | h1) <;> rw [h1] <;> norm_num

end MultipoleOrigin
```

```lean
#print axioms MultipoleOrigin.exists_unique_origin
#print axioms MultipoleOrigin.dipole_eq_zero_iff
#print axioms MultipoleOrigin.neutral_dipole_ne_zero
#print axioms MultipoleOrigin.mixed_charges_three_origins
```

```
'MultipoleOrigin.exists_unique_origin' depends on axioms: [propext, Classical.choice, Quot.sound]
'MultipoleOrigin.dipole_eq_zero_iff' depends on axioms: [propext, Classical.choice, Quot.sound]
'MultipoleOrigin.neutral_dipole_ne_zero' depends on axioms: [propext, Classical.choice, Quot.sound]
'MultipoleOrigin.mixed_charges_three_origins' depends on axioms: [propext, Classical.choice, Quot.sound]
```

The theorems concern finitely many point charges on a line. They cover neither continuous charge distributions nor the full multipole tensors of charges in space.
